# Widening a hard-wall slab by π/k adds exactly one occupied subband at fixed Fermi wavevector k

Take non-interacting electrons between two hard walls a distance d apart, free to move parallel to the walls, with all states filled up to a Fermi wavevector k > 0. The longest standing wave across the slab has wavevector π/d. If d < π/k, this already exceeds k, and the slab is empty. At d = π/k the first standing wave reaches the Fermi wavevector. At d = 2π/k the second one does, since 2π/d = k there. Each further π/k of width lets in one more.

Throughout, k is held fixed while d varies, as for a slab in contact with a reservoir that sets the Fermi level relative to the bottom of the well. Charge neutrality is not imposed.

```lean
import Mathlib

open Real Filter Topology

namespace SlabQuantumSize

noncomputable section
```

## Standing waves and the occupied set

A wave that vanishes at both walls contains a whole number n ≥ 1 of half wavelengths, so its transverse wavevector is

n π / d.

In Lean the width `d` is a real number and the label `n` a natural number.

```lean
/-- Transverse wavevector `n π / d` of the `n`-th standing wave in a hard-wall slab of
width `d ≠ 0`. -/
def transverseWavevector (d : ℝ) (n : ℕ) : ℝ := n * π / d
```

A state in subband n with in-plane wavevector q has total wavevector squared (nπ/d)² + q². The subband can hold electrons when its lowest state, q = 0, lies at or below the Fermi level:

n ≥ 1 and n π / d ≤ k.

The inequality is not strict, so a subband that just touches the Fermi level counts as occupied. The condition n ≥ 1 excludes n = 0, for which the wave vanishes identically.

```lean
/-- The subbands `n ≥ 1` whose transverse wavevector does not exceed the Fermi wavevector `k`,
for a slab of width `d ≠ 0`. -/
def occupied (k d : ℝ) : Set ℕ := {n | 1 ≤ n ∧ transverseWavevector d n ≤ k}
```

The number of occupied subbands, called M below, is the cardinality of this set.

```lean
/-- The number of occupied subbands of a slab of width `d > 0`. -/
def subbandCount (k d : ℝ) : ℕ := (occupied k d).ncard
```

## Electrons per unit area

Within subband n the occupied in-plane states fill a disc of squared radius k² − (nπ/d)². There is one state per (2π)² of wavevector area for each unit of slab area, and each state holds two spins. The subband therefore contributes

2 · π (k² − (nπ/d)²) / (2π)².

This expression is meant for occupied subbands; above the Fermi level it would be negative.

```lean
/-- Electrons per unit area in an occupied subband `n` of a slab of width `d > 0`: two spins times
the area of the in-plane Fermi disc, divided by `(2π)²`. -/
def subbandDensity (k d : ℝ) (n : ℕ) : ℝ :=
  2 * (π * (k ^ 2 - transverseWavevector d n ^ 2)) / (2 * π) ^ 2
```

The sheet density is the sum of these contributions over the occupied set. The notation `∑ᶠ` denotes a sum over a set not yet known to be finite; it would return 0 if infinitely many terms were nonzero, so finiteness has to be established before the definition can be used.

```lean
/-- Electrons per unit area of a slab of width `d > 0`, summed over the occupied subbands. -/
def sheetDensity (k d : ℝ) : ℝ := ∑ᶠ n ∈ occupied k d, subbandDensity k d n
```

## Counting by an integer part

For d > 0, multiplying nπ/d ≤ k by d/π gives

n ≤ k d / π.

A whole number n ≥ 1 satisfies this exactly when n ≤ ⌊kd/π⌋. The occupied set is therefore {1, 2, …, ⌊kd/π⌋}, which is finite, and empty when kd/π < 1. The proof compares membership in the two sets for each `n`: `Nat.le_floor_iff'` removes the integer part, and the two division lemmas clear the denominators d and π.

```lean
/-- In a slab of positive width the occupied subbands are `1, 2, …, ⌊k d / π⌋`. -/
theorem occupied_eq {k d : ℝ} (hd : 0 < d) :
    occupied k d = ((Finset.Icc 1 ⌊k * d / π⌋₊ : Finset ℕ) : Set ℕ) := by
  ext n
  simp only [occupied, transverseWavevector, Set.mem_ofPred_eq, Finset.coe_Icc, Set.mem_Icc]
  refine and_congr_right fun hn => ?_
  rw [Nat.le_floor_iff' (by omega), div_le_iff₀ hd, le_div_iff₀ Real.pi_pos]
```

Counting the elements gives

M = ⌊k d / π⌋.

```lean
/-- In a slab of positive width the number of occupied subbands is the natural-number floor
`⌊k d / π⌋₊`, which is the integer part of `k d / π` when `k ≥ 0`. -/
theorem subbandCount_eq_floor {k d : ℝ} (hd : 0 < d) :
    subbandCount k d = ⌊k * d / π⌋₊ := by
  rw [subbandCount, occupied_eq hd, Set.ncard_coe_finset, Nat.card_Icc, Nat.add_sub_cancel]
```

## One more subband for each π/k

Widening the slab by π/k shifts the argument of the integer part by one:

k (d + π/k) / π = k d / π + 1.

The integer part therefore also rises by exactly one. The natural-number floor used in Lean needs kd/π ≥ 0 for this step, which holds here. In the proof, `hshift` is the displayed identity and `Nat.floor_add_one` takes the one outside the integer part. The increment π/k is half the Fermi wavelength 2π/k.

```lean
/-- Widening a slab of positive width by `π / k`, with `k > 0`, adds exactly one occupied
subband. -/
theorem subbandCount_add_period {k d : ℝ} (hk : 0 < k) (hd : 0 < d) :
    subbandCount k (d + π / k) = subbandCount k d + 1 := by
  have hk' : k ≠ 0 := hk.ne'
  have hshift : k * (d + π / k) / π = k * d / π + 1 := by field_simp
  rw [subbandCount_eq_floor (by positivity), subbandCount_eq_floor hd, hshift,
    Nat.floor_add_one (by positivity)]
```

No other positive increment does this for every width. Write p = π/k and suppose that an increment L > 0 always adds exactly one subband. Any slab thinner than p is empty, which is the statement `thin` in the proof.

If L < p, start from d = (p − L)/2. The widened slab has width (p + L)/2 < p, so it is still empty and no subband has been added.

If L > p, start from d = p²/L, which is less than p, so the slab is empty. After widening, (p − L)² ≥ 0 gives

p²/L + L ≥ 2p,

and at least two subbands are occupied. Both cases contradict the assumption, so L = p. The proof splits into the same cases with `lt_trichotomy`, and `omega` finds the contradiction between the counts.

The proof uses the assumption only at widths below π/k. Assuming it at a single width would not be enough: for any particular slab, a whole range of increments adds exactly one subband.

```lean
/-- For `k > 0`, a positive increment of width that adds exactly one occupied subband to every
slab of positive width must equal `π / k`. -/
theorem period_unique {k L : ℝ} (hk : 0 < k) (hL : 0 < L)
    (h : ∀ d : ℝ, 0 < d → subbandCount k (d + L) = subbandCount k d + 1) : L = π / k := by
  -- a slab thinner than `π / k` has no occupied subband
  have thin : ∀ d : ℝ, 0 < d → d < π / k → subbandCount k d = 0 := by
    intro d hd hlt
    rw [subbandCount_eq_floor hd, Nat.floor_eq_zero, div_lt_one Real.pi_pos, mul_comm]
    exact (lt_div_iff₀ hk).1 hlt
  have hp : 0 < π / k := by positivity
  have hkp : k * (π / k) = π := mul_div_cancel₀ π hk.ne'
  generalize π / k = p at thin hp hkp ⊢
  rcases lt_trichotomy L p with hlt | heq | hgt
  · -- a short increment can leave the slab empty
    have hd : 0 < (p - L) / 2 := by linarith
    have h1 := h _ hd
    have h2 := thin ((p - L) / 2 + L) (by linarith) (by linarith)
    omega
  · exact heq
  · -- a long increment can admit two subbands at once
    have hd : 0 < p ^ 2 / L := by positivity
    have h1 := h _ hd
    have h2 := thin (p ^ 2 / L) hd (by rw [div_lt_iff₀ hL]; nlinarith)
    have h3 : 2 * p ≤ p ^ 2 / L + L := by
      rw [div_add' _ _ _ hL.ne', le_div_iff₀ hL]
      nlinarith [sq_nonneg (p - L)]
    have h4 : 2 ≤ subbandCount k (p ^ 2 / L + L) := by
      rw [subbandCount_eq_floor (by positivity)]
      apply Nat.le_floor
      rw [le_div_iff₀ Real.pi_pos]
      have h5 := mul_le_mul_of_nonneg_left h3 hk.le
      push_cast
      linarith
    omega
```

## The closed form of the sheet density

Cancelling factors of π in the contribution of one subband gives

(k² − (nπ/d)²) / (2π).

It vanishes when nπ/d = k, so a subband enters with no electrons and fills as the slab widens further.

```lean
/-- The expression `subbandDensity k d n` equals `(k² - (n π / d)²) / (2π)`. -/
theorem subbandDensity_eq (k d : ℝ) (n : ℕ) :
    subbandDensity k d n = (k ^ 2 - (n * π / d) ^ 2) / (2 * π) := by
  unfold subbandDensity transverseWavevector
  rw [div_eq_div_iff (by positivity) (by positivity)]
  ring
```

Summing from n = 1 to M, with 1² + 2² + … + M² = M(M + 1)(2M + 1)/6, gives

M k²/(2π) − (π/(2d²)) · M(M + 1)(2M + 1)/6
= M k²/(2π) − π M(M + 1)(2M + 1)/(12 d²).

Lean proves this by induction on M in `hsum`. The empty sum is zero, and the step from M to M + 1 adds the contribution of subband M + 1, after which `field_simp` and `ring` confirm the algebra. The last line replaces the sum over the occupied set by the sum over 1, …, ⌊kd/π⌋.

For a numerical instance, take k = π and d = 5/2 in matching units. Then kd/π = 2.5 and M = 2. The two subbands contribute

n = 1: (π/2)(1 − 0.16) = 0.42π
n = 2: (π/2)(1 − 0.64) = 0.18π,

which add up to 0.60π. The closed form gives π − 30π/75 = 0.60π as well. Here π/k = 1, so a slab of width 7/2 has three occupied subbands.

```lean
/-- The sheet density of a slab of positive width with `M` occupied subbands is
`M k² / (2π) - π M (M + 1) (2M + 1) / (12 d²)`. -/
theorem sheetDensity_eq {k d : ℝ} (hd : 0 < d) :
    sheetDensity k d = subbandCount k d * k ^ 2 / (2 * π)
      - π * subbandCount k d * (subbandCount k d + 1) * (2 * subbandCount k d + 1)
        / (12 * d ^ 2) := by
  have hsum : ∀ M : ℕ, ∑ n ∈ Finset.Icc 1 M, subbandDensity k d n
      = M * k ^ 2 / (2 * π) - π * M * (M + 1) * (2 * M + 1) / (12 * d ^ 2) := by
    intro M
    induction M with
    | zero => simp
    | succ M ih =>
      rw [Finset.sum_Icc_succ_top (by omega), ih, subbandDensity_eq]
      push_cast
      field_simp
      ring
  rw [sheetDensity, occupied_eq hd, finsum_mem_coe_finset, hsum, subbandCount_eq_floor hd]
```

## Bulk density, surface deficit and remainder

A free-electron gas with two spins and Fermi wavevector k has bulk density k³/(3π²). Multiplied by d, this is what the slab would hold per unit area if the walls had no effect beyond confining the volume. To find the correction, set

x = k d / π, t = x − M,

so that t is the fractional part of x and 0 ≤ t < 1. Since d = πx/k, the sheet density becomes

(k²/(2π)) · [M − (2M³ + 3M² + M)/(6x²)].

Substituting M = x − t and collecting powers of x turns the bracket into

2x/3 − 1/2 + (1/x) · [t − t² − 1/6 + (t/x)(1 − t)(1 − 2t)/6].

Multiplied by k²/(2π), the first term is k³d/(3π²), the second is −k²/(4π), and the rest is

(k/(2d)) · [t − t² − 1/6 + s(1 − t)(1 − 2t)/6], with s = t/x.

The constant k²/(4π) is the surface deficit, the electrons per unit area missing because the wavefunctions vanish at the walls. It belongs to both faces together, with the volume measured from wall to wall.

It remains to bound the last bracket. For 0 ≤ t ≤ 1,

0 ≤ t − t² ≤ 1/4 and |(1 − t)(1 − 2t)| ≤ 1.

Also 0 ≤ s ≤ 1, because M ≥ 0 means t ≤ x. The bracket therefore lies between −1/6 − 1/6 = −1/3 and 1/4 − 1/6 + 1/6 = 1/4, so its absolute value is at most 1/3. The remainder is at most

(k/(2d)) · (1/3) = k/(6d).

In the proof, `hid` is the algebraic identity for the remainder, `hw` and `hsw` bound the product containing s, and `hE` gives the bound 1/3. The estimate holds at every positive width, including slabs with no occupied subband.

In the numerical instance, the bulk value less the deficit is 5π/6 − π/4 = 7π/12. The sheet density 3π/5 differs from it by π/60, within the bound k/(6d) = π/15.

```lean
/-- For `k > 0` and `d > 0` the sheet density differs from the bulk value `k³ d / (3π²)` less
the surface deficit `k² / (4π)` by at most `k / (6 d)`. -/
theorem sheetDensity_bulk_surface {k d : ℝ} (hk : 0 < k) (hd : 0 < d) :
    |sheetDensity k d - (k ^ 3 / (3 * π ^ 2) * d - k ^ 2 / (4 * π))| ≤ k / (6 * d) := by
  have hx : 0 < k * d / π := by positivity
  have h0 : (0 : ℝ) ≤ (⌊k * d / π⌋₊ : ℝ) := Nat.cast_nonneg _
  have h1 : (⌊k * d / π⌋₊ : ℝ) ≤ k * d / π := Nat.floor_le hx.le
  have h2 : k * d / π < (⌊k * d / π⌋₊ : ℝ) + 1 := Nat.lt_floor_add_one _
  rw [sheetDensity_eq hd, subbandCount_eq_floor hd]
  generalize (⌊k * d / π⌋₊ : ℝ) = M at h0 h1 h2 ⊢
  -- the remainder in terms of the fractional part `k d / π - M`
  have hid : M * k ^ 2 / (2 * π) - π * M * (M + 1) * (2 * M + 1) / (12 * d ^ 2)
      - (k ^ 3 / (3 * π ^ 2) * d - k ^ 2 / (4 * π))
      = k / (2 * d) * (((k * d / π - M) - (k * d / π - M) ^ 2 - 1 / 6)
        + (k * d / π - M) / (k * d / π)
          * ((1 - (k * d / π - M)) * (1 - 2 * (k * d / π - M))) / 6) := by
    field_simp
    ring
  rw [hid]
  have hs0 : 0 ≤ (k * d / π - M) / (k * d / π) := div_nonneg (by linarith) hx.le
  have hs1 : (k * d / π - M) / (k * d / π) ≤ 1 := by
    rw [div_le_one hx]
    linarith
  have ht0 : 0 ≤ k * d / π - M := by linarith
  have ht1 : k * d / π - M ≤ 1 := by linarith
  generalize (k * d / π - M) / (k * d / π) = s at hs0 hs1 ⊢
  generalize k * d / π - M = t at ht0 ht1 ⊢
  have hw : |(1 - t) * (1 - 2 * t)| ≤ 1 :=
    abs_le.2 ⟨by nlinarith [sq_nonneg (4 * t - 3)],
      by nlinarith [mul_nonneg ht0 (sub_nonneg.2 ht1)]⟩
  have hsw : |s * ((1 - t) * (1 - 2 * t))| ≤ 1 := by
    rw [abs_mul, abs_of_nonneg hs0]
    exact mul_le_one₀ hs1 (abs_nonneg _) hw
  have hE : |(t - t ^ 2 - 1 / 6) + s * ((1 - t) * (1 - 2 * t)) / 6| ≤ 1 / 3 := by
    obtain ⟨ha, hb⟩ := abs_le.1 hsw
    have hlo : 0 ≤ t - t ^ 2 := by nlinarith [mul_nonneg ht0 (sub_nonneg.2 ht1)]
    have hhi : t - t ^ 2 ≤ 1 / 4 := by nlinarith [sq_nonneg (2 * t - 1)]
    exact abs_le.2 ⟨by linarith, by linarith⟩
  have hc : 0 < k / (2 * d) := by positivity
  rw [abs_mul, abs_of_pos hc]
  calc _ ≤ k / (2 * d) * (1 / 3) := mul_le_mul_of_nonneg_left hE hc.le
    _ = k / (6 * d) := by ring
```

## The thick-slab limit

Since k/(6d) tends to zero as d grows, the estimate gives

sheet density − k³d/(3π²) → −k²/(4π).

The count M keeps jumping, but its effect on this difference dies away. Lean squeezes the distance from the limit between zero and k/(6d); `filter_upwards` restricts the argument to positive widths, which is enough for a limit at large d.

In slab calculations of work functions, thickness is a convergence parameter, and this non-interacting hard-wall model at fixed Fermi wavevector shows one source of thickness dependence: subbands that enter one at a time. Such calculations normally fix the number of electrons by charge neutrality, whereas here it follows from k and d. The model yields no work function. It has no self-consistent potential, no spill-out of electrons beyond the walls, no atomic layers and no dipole of a polar surface, and its states are filled as at zero temperature.

```lean
/-- For `k > 0`, as the slab thickens, its sheet density minus the bulk value `k³ d / (3π²)`
tends to `-k² / (4π)`. -/
theorem surface_deficit_limit {k : ℝ} (hk : 0 < k) :
    Tendsto (fun d : ℝ => sheetDensity k d - k ^ 3 / (3 * π ^ 2) * d) atTop
      (𝓝 (-(k ^ 2 / (4 * π)))) := by
  have hlim : Tendsto (fun d : ℝ => k / (6 * d)) atTop (𝓝 0) :=
    tendsto_const_nhds.div_atTop (tendsto_id.const_mul_atTop (by norm_num : (0 : ℝ) < 6))
  rw [tendsto_iff_norm_sub_tendsto_zero]
  refine squeeze_zero' (Eventually.of_forall fun _ => norm_nonneg _) ?_ hlim
  filter_upwards [eventually_gt_atTop (0 : ℝ)] with d hd
  calc ‖sheetDensity k d - k ^ 3 / (3 * π ^ 2) * d - -(k ^ 2 / (4 * π))‖
      = |sheetDensity k d - (k ^ 3 / (3 * π ^ 2) * d - k ^ 2 / (4 * π))| := by
        rw [Real.norm_eq_abs]
        congr 1
        ring
    _ ≤ k / (6 * d) := sheetDensity_bulk_surface hk hd

end

end SlabQuantumSize
```

```lean
#print axioms SlabQuantumSize.subbandCount_add_period
#print axioms SlabQuantumSize.period_unique
#print axioms SlabQuantumSize.surface_deficit_limit
```

```
'SlabQuantumSize.subbandCount_add_period' depends on axioms: [propext, Classical.choice, Quot.sound]
'SlabQuantumSize.period_unique' depends on axioms: [propext, Classical.choice, Quot.sound]
'SlabQuantumSize.surface_deficit_limit' depends on axioms: [propext, Classical.choice, Quot.sound]
```
